# The energy of a smoothed 1s orbital tends to -Z²/2 while its slope at the nucleus stays zero

The energy of an orbital can come arbitrarily close to the exact ground-state energy while its slope at the nucleus stays wrong. The example here is one non-relativistic electron in the field of a fixed point nucleus of charge Z > 0. A real radial function f that is differentiable for r > 0, with finite non-zero norm and finite kinetic and potential energy, has in atomic units the energy

E[f] = ∫ (r² f'²/2 - Z r f²) dr / ∫ r² f² dr,

with both integrals over r > 0. The angular factor 4π cancels, and f need not be normalised.

## A quadratic bound on the energy error

Take a smoothing length e > 0 and

f(r) = exp(-Z √(r² + e²)).

This orbital has f'(0) = 0, so it violates the nuclear cusp condition f'(0) = -Z f(0). Its energy nevertheless satisfies

-Z²/2 ≤ E[f] ≤ -Z²/2 + Z⁴ e² exp(2Ze),

and so tends to the exact ground-state energy -Z²/2 as e → 0. For Z = 1 and e = 0.01 bohr the error is at most about 1.02 × 10⁻⁴ hartree. The bound is not sharp: substituting r = e t in the integral X below shows that the error itself falls as e³ when e → 0.

## What a converged energy says about the nucleus

A code that accepts an orbital because its energy has converged has not thereby tested the cusp; this one-electron, one-parameter family is a counter-example. The difference matters when the orbital is used pointwise, as in quantum Monte Carlo: with zero slope at the nucleus, nothing in the local kinetic energy cancels the divergence of -Z/r. The cusp needs its own check.

## Completing the square in the energy

Write s = √(r² + e²) and q = r/s. The chain rule gives

f' = -Z q f.

At r = 0 this is zero, whereas -Z f(0) = -Z exp(-Ze) is negative.

Let N be the numerator of E[f] and D its denominator. Then

N = (Z²/2) ∫ r² q² f² dr - Z ∫ r f² dr.

To rewrite the potential term, differentiate r² f²:

(r² f²)' = 2 r f² - 2Z r² q f².

Since r² f² vanishes at r = 0 and at infinity, integration gives

∫ r f² dr = Z ∫ r² q f² dr.

Insert this into N and add (Z²/2) D:

N + (Z²/2) D = (Z²/2) ∫ r² (q² - 2q + 1) f² dr = (Z²/2) X,

where X = ∫ r² (1 - q)² f² dr ≥ 0. Dividing by D > 0 gives the lower bound.

For the upper bound, r ≤ s ≤ r + e, because (r + e)² = r² + e² + 2re. Hence 0 ≤ q ≤ 1 and

r (1 - q) = q (s - r) ≤ e,

exp(-2Ze) exp(-2Zr) ≤ f² ≤ exp(-2Zr).

These inequalities give

X ≤ e² ∫ exp(-2Zr) dr = e²/(2Z),

D ≥ exp(-2Ze) ∫ r² exp(-2Zr) dr = exp(-2Ze)/(4Z³).

Therefore

E[f] + Z²/2 = Z² X/(2D) ≤ Z⁴ e² exp(2Ze).

## The definitions and proofs in Lean

```lean
import Mathlib

open MeasureTheory Set Filter Topology

namespace EnergyWithoutCusp

noncomputable section

/-- The smoothed 1s orbital `exp(-Z √(r² + e²))` with smoothing length `e`. -/
def orbital (Z e r : ℝ) : ℝ := Real.exp (-Z * √(r ^ 2 + e ^ 2))

/-- The ratio `r / √(r² + e²)`, for `r` and `e` not both zero. -/
def slopeRatio (e r : ℝ) : ℝ := r / √(r ^ 2 + e ^ 2)

/-- The energy quotient of a radial s function `f` in the field of a point nucleus of charge `Z`, in
atomic units, for `f` differentiable on `r > 0`, of finite non-zero norm and finite kinetic and
potential energy. -/
def energyQuotient (Z : ℝ) (f : ℝ → ℝ) : ℝ :=
  (∫ r in Ioi (0 : ℝ), (r ^ 2 * (deriv f r) ^ 2 / 2 - Z * r * f r ^ 2)) /
    ∫ r in Ioi (0 : ℝ), r ^ 2 * f r ^ 2

/-- For `e > 0` the smoothed orbital is differentiable everywhere, with
`f' = -Z (r / √(r² + e²)) f`. -/
theorem hasDerivAt_orbital {e : ℝ} (he : 0 < e) (Z r : ℝ) :
    HasDerivAt (orbital Z e) (-Z * slopeRatio e r * orbital Z e r) r := by
  have hpos : r ^ 2 + e ^ 2 ≠ 0 := by positivity
  have h1 : HasDerivAt (fun x : ℝ => x ^ 2 + e ^ 2) (2 * r) r := by
    simpa using (hasDerivAt_pow 2 r).add_const (e ^ 2)
  have h2 := ((h1.sqrt hpos).const_mul (-Z)).exp
  refine h2.congr_deriv ?_
  show Real.exp (-Z * √(r ^ 2 + e ^ 2)) * (-Z * (2 * r / (2 * √(r ^ 2 + e ^ 2)))) =
    -Z * (r / √(r ^ 2 + e ^ 2)) * Real.exp (-Z * √(r ^ 2 + e ^ 2))
  rw [mul_div_mul_left _ _ (two_ne_zero : (2 : ℝ) ≠ 0)]
  ring

/-- For `Z, e > 0` the smoothed orbital has zero slope at the nucleus and violates the nuclear
cusp condition `f'(0) = -Z f(0)`. -/
theorem no_cusp {Z e : ℝ} (hZ : 0 < Z) (he : 0 < e) :
    deriv (orbital Z e) 0 = 0 ∧ deriv (orbital Z e) 0 ≠ -Z * orbital Z e 0 := by
  have h : deriv (orbital Z e) 0 = 0 := by
    rw [(hasDerivAt_orbital he Z 0).deriv]
    simp [slopeRatio]
  have hf : 0 < Z * orbital Z e 0 := mul_pos hZ (Real.exp_pos _)
  refine ⟨h, fun h' => ?_⟩
  rw [h] at h'
  linarith

/-- For `Z > 0` the radial moments of the density `exp(-2Zr)` are finite and equal
`n! / (2Z)^(n+1)`. -/
theorem moment {Z : ℝ} (hZ : 0 < Z) (n : ℕ) :
    IntegrableOn (fun r : ℝ => r ^ n * Real.exp (-(2 * Z * r))) (Ioi 0) ∧
    ∫ r in Ioi (0 : ℝ), r ^ n * Real.exp (-(2 * Z * r)) = n.factorial / (2 * Z) ^ (n + 1) := by
  have hval : ∫ r in Ioi (0 : ℝ), r ^ n * Real.exp (-(2 * Z * r)) =
      n.factorial / (2 * Z) ^ (n + 1) := by
    have h := Real.integral_rpow_mul_exp_neg_mul_Ioi (a := (n : ℝ) + 1) (r := 2 * Z)
      (by positivity) (by positivity)
    rw [Real.Gamma_nat_eq_factorial, add_sub_cancel_right] at h
    simp only [Real.rpow_natCast] at h
    rw [h, ← Nat.cast_succ, Real.rpow_natCast, one_div, inv_pow, div_eq_mul_inv]
    exact mul_comm _ _
  refine ⟨?_, hval⟩
  -- a non-zero integral can only come from an integrable function
  by_contra h
  rw [integral_undef h] at hval
  have : (0 : ℝ) < n.factorial / (2 * Z) ^ (n + 1) := by positivity
  linarith

/-- For `Z > 0` and `e, r ≥ 0` the smoothed density lies between `exp(-2Ze) exp(-2Zr)` and
`exp(-2Zr)`. -/
theorem orbital_sq_bounds {Z e r : ℝ} (hZ : 0 < Z) (he : 0 ≤ e) (hr : 0 ≤ r) :
    Real.exp (-(2 * Z * e)) * Real.exp (-(2 * Z * r)) ≤ orbital Z e r ^ 2 ∧
    orbital Z e r ^ 2 ≤ Real.exp (-(2 * Z * r)) := by
  have h1 : r ≤ √(r ^ 2 + e ^ 2) :=
    le_trans (le_abs_self r) (Real.abs_le_sqrt (by nlinarith [sq_nonneg e]))
  have h2 : √(r ^ 2 + e ^ 2) ≤ r + e :=
    Real.sqrt_le_iff.mpr ⟨by positivity, by nlinarith [mul_nonneg hr he]⟩
  have h3 := mul_le_mul_of_nonneg_left h1 hZ.le
  have h4 := mul_le_mul_of_nonneg_left h2 hZ.le
  unfold orbital
  rw [sq (Real.exp _), ← Real.exp_add, ← Real.exp_add, Real.exp_le_exp, Real.exp_le_exp]
  constructor <;> linarith

/-- For `e > 0` the ratio `q = r / √(r² + e²)` is continuous, and for `r ≥ 0` it satisfies
`0 ≤ q ≤ 1` and `r (1 - q) ≤ e`. -/
theorem slopeRatio_bounds {e : ℝ} (he : 0 < e) :
    Continuous (slopeRatio e) ∧ ∀ r, 0 ≤ r →
      0 ≤ slopeRatio e r ∧ slopeRatio e r ≤ 1 ∧ r * (1 - slopeRatio e r) ≤ e := by
  have hs : ∀ r : ℝ, 0 < √(r ^ 2 + e ^ 2) := fun r => Real.sqrt_pos.mpr (by positivity)
  constructor
  · unfold slopeRatio
    exact Continuous.div continuous_id (by fun_prop) (fun r => (hs r).ne')
  · intro r hr
    have h1 : r ≤ √(r ^ 2 + e ^ 2) :=
      le_trans (le_abs_self r) (Real.abs_le_sqrt (by nlinarith [sq_nonneg e]))
    have h2 : √(r ^ 2 + e ^ 2) ≤ r + e :=
      Real.sqrt_le_iff.mpr ⟨by positivity, by nlinarith [mul_nonneg hr he.le]⟩
    have hq0 : 0 ≤ slopeRatio e r := div_nonneg hr (hs r).le
    have hq1 : slopeRatio e r ≤ 1 := (div_le_one (hs r)).mpr h1
    have hq : slopeRatio e r * √(r ^ 2 + e ^ 2) = r := div_mul_cancel₀ r (hs r).ne'
    refine ⟨hq0, hq1, ?_⟩
    -- r (1 - q) = q (√(r² + e²) - r)
    have h3 := mul_nonneg (sub_nonneg.mpr hq1) (sub_nonneg.mpr h1)
    linarith

/-- For `Z > 0` and `e ≥ 0`, the smoothed density times a power of `r` and a continuous factor
bounded by one in modulus on `r > 0` has a finite radial integral. -/
theorem integrable_weighted {Z e : ℝ} (hZ : 0 < Z) (he : 0 ≤ e) (n : ℕ) {c : ℝ → ℝ}
    (hc : Continuous c) (hb : ∀ r, 0 < r → |c r| ≤ 1) :
    IntegrableOn (fun r => r ^ n * c r * orbital Z e r ^ 2) (Ioi 0) := by
  have hf : Continuous (orbital Z e) := by
    unfold orbital
    fun_prop
  refine Integrable.mono' (moment hZ n).1 ?_ ?_
  · exact (((continuous_id.pow n).mul hc).mul (hf.pow 2)).aestronglyMeasurable
  · refine (ae_restrict_iff' measurableSet_Ioi).mpr (Eventually.of_forall fun r hr => ?_)
    have hr' : 0 < r := hr
    have h1 := hb r hr'
    have h2 := (orbital_sq_bounds hZ he hr'.le).2
    show |r ^ n * c r * orbital Z e r ^ 2| ≤ r ^ n * Real.exp (-(2 * Z * r))
    rw [abs_mul, abs_mul, abs_of_nonneg (pow_nonneg hr'.le n),
      abs_of_nonneg (sq_nonneg (orbital Z e r))]
    calc r ^ n * |c r| * orbital Z e r ^ 2
        ≤ r ^ n * 1 * Real.exp (-(2 * Z * r)) := by gcongr
      _ = r ^ n * Real.exp (-(2 * Z * r)) := by ring

/-- Integration by parts for `Z, e > 0`: the integral of `r f²` equals `Z` times that of
`r² q f²`, where `q = r / √(r² + e²)`. -/
theorem integral_by_parts {Z e : ℝ} (hZ : 0 < Z) (he : 0 < e) :
    ∫ r in Ioi (0 : ℝ), r * orbital Z e r ^ 2 =
      Z * ∫ r in Ioi (0 : ℝ), r ^ 2 * slopeRatio e r * orbital Z e r ^ 2 := by
  obtain ⟨hq, hqb⟩ := slopeRatio_bounds he
  have i1 : IntegrableOn (fun r => r * orbital Z e r ^ 2) (Ioi 0) := by
    simpa only [pow_one, mul_one] using
      integrable_weighted (c := fun _ => (1 : ℝ)) hZ he.le 1 continuous_const (by simp)
  have i2 : IntegrableOn (fun r => r ^ 2 * orbital Z e r ^ 2) (Ioi 0) := by
    simpa only [mul_one] using
      integrable_weighted (c := fun _ => (1 : ℝ)) hZ he.le 2 continuous_const (by simp)
  have j1 := integrable_weighted hZ he.le 2 hq fun r hr =>
    abs_le.mpr ⟨by linarith [(hqb r hr.le).1], (hqb r hr.le).2.1⟩
  have hd : ∀ x : ℝ, HasDerivAt (fun r => r ^ 2 * orbital Z e r ^ 2)
      (2 * (x * orbital Z e x ^ 2) - 2 * Z * (x ^ 2 * slopeRatio e x * orbital Z e x ^ 2)) x := by
    intro x
    have h := (hasDerivAt_pow 2 x).fun_mul ((hasDerivAt_orbital he Z x).fun_pow 2)
    refine h.congr_deriv ?_
    simp only [Nat.reduceSub, pow_one, Nat.cast_ofNat]
    ring
  have hint : IntegrableOn (fun x => 2 * (x * orbital Z e x ^ 2) -
      2 * Z * (x ^ 2 * slopeRatio e x * orbital Z e x ^ 2)) (Ioi 0) :=
    Integrable.sub (Integrable.const_mul i1 2) (Integrable.const_mul j1 (2 * Z))
  -- the boundary terms of r² f² vanish at the nucleus and at infinity
  have ht := tendsto_zero_of_hasDerivAt_of_integrableOn_Ioi (fun x _ => hd x) hint i2
  have hres : ∫ x in Ioi (0 : ℝ), (2 * (x * orbital Z e x ^ 2) -
      2 * Z * (x ^ 2 * slopeRatio e x * orbital Z e x ^ 2)) = 0 - 0 ^ 2 * orbital Z e 0 ^ 2 :=
    integral_Ioi_of_hasDerivAt_of_tendsto' (fun x _ => hd x) hint ht
  rw [integral_sub (Integrable.const_mul i1 2) (Integrable.const_mul j1 (2 * Z)),
    integral_const_mul, integral_const_mul] at hres
  linarith

/-- For `Z, e > 0`, the energy numerator plus `Z²/2` times the norm integral is `Z²/2` times the
integral of `r² (1 - q)² f²`, where `q = r / √(r² + e²)`. -/
theorem energy_excess {Z e : ℝ} (hZ : 0 < Z) (he : 0 < e) :
    (∫ r in Ioi (0 : ℝ), (r ^ 2 * (deriv (orbital Z e) r) ^ 2 / 2 - Z * r * orbital Z e r ^ 2)) +
      Z ^ 2 / 2 * (∫ r in Ioi (0 : ℝ), r ^ 2 * orbital Z e r ^ 2) =
    Z ^ 2 / 2 * ∫ r in Ioi (0 : ℝ), r ^ 2 * (1 - slopeRatio e r) ^ 2 * orbital Z e r ^ 2 := by
  obtain ⟨hq, hqb⟩ := slopeRatio_bounds he
  have i1 : IntegrableOn (fun r => r * orbital Z e r ^ 2) (Ioi 0) := by
    simpa only [pow_one, mul_one] using
      integrable_weighted (c := fun _ => (1 : ℝ)) hZ he.le 1 continuous_const (by simp)
  have i2 : IntegrableOn (fun r => r ^ 2 * orbital Z e r ^ 2) (Ioi 0) := by
    simpa only [mul_one] using
      integrable_weighted (c := fun _ => (1 : ℝ)) hZ he.le 2 continuous_const (by simp)
  have j1 := integrable_weighted hZ he.le 2 hq fun r hr =>
    abs_le.mpr ⟨by linarith [(hqb r hr.le).1], (hqb r hr.le).2.1⟩
  have j2 : IntegrableOn (fun r => r ^ 2 * slopeRatio e r ^ 2 * orbital Z e r ^ 2) (Ioi 0) :=
    integrable_weighted (c := fun r => slopeRatio e r ^ 2) hZ he.le 2 (hq.pow 2) fun r hr => by
      obtain ⟨h0, h1, -⟩ := hqb r hr.le
      exact abs_le.mpr ⟨by nlinarith, by nlinarith⟩
  have hN : (fun r => r ^ 2 * (deriv (orbital Z e) r) ^ 2 / 2 - Z * r * orbital Z e r ^ 2) =
      fun r => Z ^ 2 / 2 * (r ^ 2 * slopeRatio e r ^ 2 * orbital Z e r ^ 2) -
        Z * (r * orbital Z e r ^ 2) := by
    funext r
    rw [(hasDerivAt_orbital he Z r).deriv]
    ring
  have hX : (fun r => r ^ 2 * (1 - slopeRatio e r) ^ 2 * orbital Z e r ^ 2) =
      fun r => (r ^ 2 * slopeRatio e r ^ 2 * orbital Z e r ^ 2 -
        2 * (r ^ 2 * slopeRatio e r * orbital Z e r ^ 2)) + r ^ 2 * orbital Z e r ^ 2 := by
    funext r
    ring
  have s1 : IntegrableOn (fun r => r ^ 2 * slopeRatio e r ^ 2 * orbital Z e r ^ 2 -
      2 * (r ^ 2 * slopeRatio e r * orbital Z e r ^ 2)) (Ioi 0) :=
    Integrable.sub j2 (Integrable.const_mul j1 2)
  rw [hN, hX, integral_sub (Integrable.const_mul j2 _) (Integrable.const_mul i1 _),
    integral_add s1 i2, integral_sub j2 (Integrable.const_mul j1 2),
    integral_const_mul, integral_const_mul, integral_const_mul, integral_by_parts hZ he]
  ring

/-- For `Z, e > 0` the energy of the smoothed orbital is at least `-Z²/2` and exceeds it by at most
`Z⁴ e² exp(2Ze)`. -/
theorem energy_bounds {Z e : ℝ} (hZ : 0 < Z) (he : 0 < e) :
    -Z ^ 2 / 2 ≤ energyQuotient Z (orbital Z e) ∧
    energyQuotient Z (orbital Z e) ≤ -Z ^ 2 / 2 + Z ^ 4 * e ^ 2 * Real.exp (2 * Z * e) := by
  obtain ⟨hq, hqb⟩ := slopeRatio_bounds he
  have hex := energy_excess hZ he
  have i2 : IntegrableOn (fun r => r ^ 2 * orbital Z e r ^ 2) (Ioi 0) := by
    simpa only [mul_one] using
      integrable_weighted (c := fun _ => (1 : ℝ)) hZ he.le 2 continuous_const (by simp)
  have ix : IntegrableOn (fun r => r ^ 2 * (1 - slopeRatio e r) ^ 2 * orbital Z e r ^ 2) (Ioi 0) :=
    integrable_weighted (c := fun r => (1 - slopeRatio e r) ^ 2) hZ he.le 2
      ((continuous_const.sub hq).pow 2) fun r hr => by
        obtain ⟨h0, h1, -⟩ := hqb r hr.le
        exact abs_le.mpr ⟨by nlinarith [sq_nonneg (1 - slopeRatio e r)], by nlinarith⟩
  set D := ∫ r in Ioi (0 : ℝ), r ^ 2 * orbital Z e r ^ 2 with hDdef
  set X := ∫ r in Ioi (0 : ℝ), r ^ 2 * (1 - slopeRatio e r) ^ 2 * orbital Z e r ^ 2 with hXdef
  have hX0 : 0 ≤ X := setIntegral_nonneg measurableSet_Ioi fun r _ => by positivity
  -- an upper bound on X that is quadratic in the smoothing length
  have hX : X ≤ e ^ 2 / (2 * Z) := by
    calc X ≤ ∫ r in Ioi (0 : ℝ), e ^ 2 * (r ^ 0 * Real.exp (-(2 * Z * r))) := by
          refine setIntegral_mono_on ix (Integrable.const_mul (moment hZ 0).1 _)
            measurableSet_Ioi fun r hr => ?_
          have hr' : 0 ≤ r := le_of_lt hr
          obtain ⟨-, h1, h2⟩ := hqb r hr'
          have h3 := pow_le_pow_left₀ (mul_nonneg hr' (sub_nonneg.mpr h1)) h2 2
          have h4 := mul_le_mul h3 (orbital_sq_bounds hZ he.le hr').2 (sq_nonneg _) (sq_nonneg _)
          rw [pow_zero, one_mul, ← mul_pow]
          exact h4
      _ = e ^ 2 / (2 * Z) := by
          rw [integral_const_mul, (moment hZ 0).2]
          simp only [Nat.factorial, Nat.cast_one, zero_add, pow_one]
          ring
  -- a positive lower bound for the norm integral
  have hD : Real.exp (-(2 * Z * e)) / (4 * Z ^ 3) ≤ D := by
    calc Real.exp (-(2 * Z * e)) / (4 * Z ^ 3)
        = ∫ r in Ioi (0 : ℝ), Real.exp (-(2 * Z * e)) * (r ^ 2 * Real.exp (-(2 * Z * r))) := by
          rw [integral_const_mul, (moment hZ 2).2]
          simp only [Nat.factorial_two, Nat.cast_ofNat]
          ring
      _ ≤ D := by
          refine setIntegral_mono_on (Integrable.const_mul (moment hZ 2).1 _) i2
            measurableSet_Ioi fun r hr => ?_
          have h := mul_le_mul_of_nonneg_left
            (orbital_sq_bounds hZ he.le (le_of_lt hr)).1 (sq_nonneg r)
          linarith
  have hDpos : 0 < D := lt_of_lt_of_le (by positivity) hD
  have hE : Real.exp (2 * Z * e) * Real.exp (-(2 * Z * e)) = 1 := by
    rw [← Real.exp_add, add_neg_cancel, Real.exp_zero]
  have hkey : Z ^ 2 / 2 * X ≤ Z ^ 4 * e ^ 2 * Real.exp (2 * Z * e) * D := by
    calc Z ^ 2 / 2 * X ≤ Z ^ 2 / 2 * (e ^ 2 / (2 * Z)) :=
          mul_le_mul_of_nonneg_left hX (by positivity)
      _ = Z ^ 4 * e ^ 2 * (Real.exp (2 * Z * e) * Real.exp (-(2 * Z * e))) / (4 * Z ^ 3) := by
          rw [hE]
          field_simp
          ring
      _ = Z ^ 4 * e ^ 2 * Real.exp (2 * Z * e) * (Real.exp (-(2 * Z * e)) / (4 * Z ^ 3)) := by
          ring
      _ ≤ Z ^ 4 * e ^ 2 * Real.exp (2 * Z * e) * D :=
          mul_le_mul_of_nonneg_left hD (by positivity)
  have hpos : 0 ≤ Z ^ 2 / 2 * X := by positivity
  unfold energyQuotient
  rw [← hDdef, le_div_iff₀ hDpos, div_le_iff₀ hDpos]
  constructor <;> linarith

/-- For `Z > 0` the energy of the smoothed orbital tends to `-Z²/2` as the smoothing length tends
to zero from above, although the slope at the nucleus is zero for every `e > 0`. -/
theorem energy_tendsto_without_cusp {Z : ℝ} (hZ : 0 < Z) :
    (∀ e, 0 < e → deriv (orbital Z e) 0 = 0) ∧
    Tendsto (fun e => energyQuotient Z (orbital Z e)) (𝓝[>] 0) (𝓝 (-Z ^ 2 / 2)) := by
  refine ⟨fun e he => (no_cusp hZ he).1, ?_⟩
  have hc : Continuous fun e : ℝ => -Z ^ 2 / 2 + Z ^ 4 * e ^ 2 * Real.exp (2 * Z * e) := by
    fun_prop
  have hup : Tendsto (fun e : ℝ => -Z ^ 2 / 2 + Z ^ 4 * e ^ 2 * Real.exp (2 * Z * e))
      (𝓝 0) (𝓝 (-Z ^ 2 / 2)) := by
    have h := hc.tendsto 0
    simpa using h
  -- squeeze between the exact energy and the quadratic upper bound
  refine tendsto_of_tendsto_of_tendsto_of_le_of_le' tendsto_const_nhds
    (hup.mono_left nhdsWithin_le_nhds) ?_ ?_
  · filter_upwards [self_mem_nhdsWithin] with e he
    exact (energy_bounds hZ he).1
  · filter_upwards [self_mem_nhdsWithin] with e he
    exact (energy_bounds hZ he).2

end

end EnergyWithoutCusp
```

```lean
#print axioms EnergyWithoutCusp.energy_tendsto_without_cusp
```

```
'EnergyWithoutCusp.energy_tendsto_without_cusp' depends on axioms: [propext, Classical.choice, Quot.sound]
```

## One electron, one family of orbitals

In the file, `orbital Z e` is f, `slopeRatio e` is q, and `energyQuotient Z f` is E[f], with `Ioi 0` for the range r > 0. `energy_bounds` states the two-sided bound for all real Z, e > 0. `energy_tendsto_without_cusp` combines zero slope for every e > 0 with the limit of the energy; `𝓝[>] 0` means that e approaches zero from above. The violated cusp condition is stated in `no_cusp`.

`hasDerivAt_orbital` is the chain rule. `moment` evaluates the exponential integrals, `orbital_sq_bounds` and `slopeRatio_bounds` supply the pointwise inequalities, and `integrable_weighted` uses `moment` and `orbital_sq_bounds` to show that the integrals are finite. In `integral_by_parts`, the integrability of r² f² and of its derivative forces the boundary term at infinity to vanish. `energy_excess` expands the square with `ring` and splits the integrals. `energy_bounds` then compares integrands through `setIntegral_mono_on` and clears the positive denominator, and the last theorem squeezes the energy between its two bounds.

The cusp test goes wrong if it is carried over unchanged to e = 0. On the whole real line `orbital Z 0` is exp(-Z|r|), which has a kink at the origin, and Lean's `deriv` returns 0 where no derivative exists. The exact 1s orbital would then appear to have no cusp; its test needs the derivative from the right. For e > 0 the orbital is differentiable at the origin, and the two derivatives agree.

The guarantee concerns exact integrals for a point nucleus and this family of orbitals. The lower bound is derived for these orbitals alone, without a general variational principle. Quadrature error, finite basis sets and electron-electron interaction do not enter the model, so the bound is no error estimate for a many-electron calculation.
